# Free fermions on a flux-threaded ring: closed-form energy at odd N, and the limits that give K² = 1

The energy in this note belongs to a fixed set of filled momenta; it is not defined as a minimum over occupations. Spinless, non-interacting fermions hop with amplitude \(t\) on a ring of \(L\) sites threaded by a total phase \(f\). An odd number \(N=2m+1\le L\) of them fills the integers \(|j|\le m\):

\[
E_m=-2t\sum_{|j|\le m}\cos\frac{2\pi j+f}{L}
=-2t\cos\frac fL\,\frac{\sin(\pi N/L)}{\sin(\pi/L)}\qquad(L\ge2).
\]

For \(t\ge0\) and \(|f|\le\pi\) this filling is a ground state. As \(L\to\infty\) with \(N/L\to\nu\) and \(f\) fixed, let \(u=2t\sin\pi\nu\) be the slope of the band \(-2t\cos k\) at \(k=\pi\nu\). Then

\[
L\,\frac{d^2E}{df^2}\to\frac u\pi,\qquad
\frac L4\bigl[E(N+2)+E(N-2)-2E(N)\bigr]\to\pi u .
\]

For the ground-state energy of a spinless Luttinger liquid with velocity \(u\) and Luttinger parameter \(K\), these limits are \(uK/\pi\) and \(\pi u/K\), so \(\pi^2\) times their ratio is \(K^2\), here equal to 1 when \(t>0\), \(|f|<\pi\) and \(0<\nu<1\).

## Checking a chain code at zero interaction

A code that extracts \(u\) and \(K\) for an interacting chain from flux and particle-number differences can be run with the interaction switched off and compared with these non-interacting values. The limit \(\pi u\) above is for a particle-number difference in steps of two between odd \(N\) at the same \(f\); other choices can give another value. For fermions with \(t>0\) at \(f=0\), steps of one from an odd \(N\) give \(L[E(N+1)+E(N-1)-2E(N)]\to2\pi u\) instead of \(\pi u\), because an even number of fermions cannot fill the momenta \(2\pi j/L\) in pairs around \(j=0\). At finite \(L\), the product formulas below are the better reference, since they contain the finite-size deviation.

## From paired momenta to the two limits

**Level order.** Put \(a=\pi(2m+1)/L\). If \(|f|\le\pi\), the filled angles \((2\pi j+f)/L\) lie in \([-a,a]\) and the empty ones, \(m+1\le k\le L-m-1\), in \([a,2\pi-a]\). Every filled cosine is therefore at least \(\cos a\), and every empty one at most \(\cos a\).

**Closed form.** Let \(q=2\pi(m+1)/L\). Filling \(\pm(m+1)\) gives

\[
E_{m+1}=E_m-4t\cos\frac fL\cos q .
\]

Since \(2\cos q\,\sin(\pi/L)=\sin(q+\pi/L)-\sin(q-\pi/L)\), and \(q\pm\pi/L\) are \(\pi(2m+3)/L\) and \(\pi(2m+1)/L\), the sum telescopes after multiplication by \(\sin(\pi/L)\). It starts from \(E_0=-2t\cos(f/L)\).

**Stiffness.** Differentiating a level twice in \(f\) multiplies it by \(-1/L^2\), so \(L\,E_m''=-E_m/L\).

**Second difference.** Centre it on \(N=2m+3\), whose energy is \(E_{m+1}\). Two uses of the recursion give

\[
E_{m+2}+E_m-2E_{m+1}
=-4t\cos\frac fL\Bigl[\cos\frac{\pi(N+1)}L-\cos\frac{\pi(N-1)}L\Bigr]
=8t\cos\frac fL\sin\frac{\pi N}L\sin\frac\pi L .
\]

**Limits.** At this \(N\) the two quantities are

\[
\frac{2t\cos(f/L)\sin(\pi N/L)}{L\sin(\pi/L)},\qquad
2t\cos\frac fL\,\sin\frac{\pi N}L\;L\sin\frac\pi L .
\]

The limits follow from \(L\sin(\pi/L)\to\pi\), \(\cos(f/L)\to1\) and \(N/L\to\nu\).

## Ring energies and their limits in Lean

```lean
import Mathlib

open Filter Topology
open scoped Real

namespace FreeFermionRing

noncomputable section

/-- Energy of the momentum state `j` on a ring of `L ≥ 1` sites with hopping `t` and flux `f`. -/
def level (t : ℝ) (L : ℕ) (f : ℝ) (j : ℤ) : ℝ :=
  -2 * t * Real.cos ((2 * π * j + f) / L)

/-- Energy of `N = 2m + 1 ≤ L` fermions filling the momentum states `-m, ..., m`. -/
def energy (t : ℝ) (L : ℕ) (f : ℝ) (m : ℕ) : ℝ :=
  ∑ j ∈ Finset.Icc (-(m : ℤ)) (m : ℤ), level t L f j

/-- Charge stiffness: `L` times the second derivative of the energy in the flux,
for `N = 2m + 1` fermions. -/
def stiffness (t : ℝ) (L : ℕ) (f : ℝ) (m : ℕ) : ℝ :=
  L * deriv (deriv fun φ => energy t L φ m) f

/-- Inverse compressibility `L (E(N+2) + E(N-2) - 2 E(N)) / 4` at `N = 2m + 3`. -/
def invCompressibility (t : ℝ) (L : ℕ) (f : ℝ) (m : ℕ) : ℝ :=
  L * (energy t L f (m + 2) + energy t L f m - 2 * energy t L f (m + 1)) / 4

/-- Slope of the band `-2t cos k` at the Fermi momentum `k = πν` of filling `ν`. -/
def fermiVelocity (t ν : ℝ) : ℝ :=
  deriv (fun k : ℝ => -2 * t * Real.cos k) (π * ν)

/-- For `t ≥ 0` and flux `|f| ≤ π`, no filled state `-m, ..., m` lies above an empty state
`m + 1, ..., L - m - 1`. -/
theorem filled_le_empty {t f : ℝ} {L m : ℕ} {j k : ℤ} (ht : 0 ≤ t) (hf : |f| ≤ π)
    (hj : |j| ≤ m) (hk : (m : ℤ) + 1 ≤ k) (hk' : k ≤ (L : ℤ) - m - 1) :
    level t L f j ≤ level t L f k := by
  obtain ⟨hf1, hf2⟩ := abs_le.1 hf
  obtain ⟨hj1, hj2⟩ := abs_le.1 hj
  have hL : (0 : ℝ) < L := by
    have : 0 < L := by omega
    exact_mod_cast this
  have rj1 : -(m : ℝ) ≤ j := by exact_mod_cast hj1
  have rj2 : (j : ℝ) ≤ m := by exact_mod_cast hj2
  have rk1 : (m : ℝ) + 1 ≤ k := by exact_mod_cast hk
  have rk2 : (k : ℝ) ≤ (L : ℝ) - m - 1 := by exact_mod_cast hk'
  have pj1 := mul_le_mul_of_nonneg_left rj1 Real.pi_pos.le
  have pj2 := mul_le_mul_of_nonneg_left rj2 Real.pi_pos.le
  have pk1 := mul_le_mul_of_nonneg_left rk1 Real.pi_pos.le
  have pk2 := mul_le_mul_of_nonneg_left rk2 Real.pi_pos.le
  -- the angle `a` separates filled from empty states
  obtain ⟨a, ha⟩ : ∃ a : ℝ, a = (2 * m + 1) * π / L := ⟨_, rfl⟩
  have ha0 : 0 ≤ a := by rw [ha]; positivity
  have h1 : a ≤ (2 * π * k + f) / L := by
    rw [ha, div_le_div_iff_of_pos_right hL]
    linarith
  have h2 : (2 * π * k + f) / L + a ≤ 2 * π := by
    rw [ha, ← add_div, div_le_iff₀ hL]
    linarith
  have h3 : |(2 * π * j + f) / L| ≤ a := by
    rw [abs_div, abs_of_pos hL, ha, div_le_div_iff_of_pos_right hL]
    exact abs_le.2 ⟨by linarith, by linarith⟩
  have c1 := Real.cos_le_cos_of_nonneg_of_le_pi (abs_nonneg _) (by linarith) h3
  have h4 : |π - (2 * π * k + f) / L| ≤ π - a := abs_le.2 ⟨by linarith, by linarith⟩
  have c2 := Real.cos_le_cos_of_nonneg_of_le_pi (abs_nonneg _) (by linarith) h4
  rw [Real.cos_abs] at c1
  rw [Real.cos_abs, Real.cos_pi_sub, Real.cos_pi_sub] at c2
  have c3 := mul_le_mul_of_nonneg_left ((neg_le_neg_iff.1 c2).trans c1) ht
  unfold level
  linarith

/-- Energy change when the two momentum states `m + 1` and `-(m + 1)` are filled. -/
theorem energy_succ (t f : ℝ) (L m : ℕ) :
    energy t L f (m + 1) =
      energy t L f m - 4 * t * Real.cos (f / L) * Real.cos (2 * π * (m + 1) / L) := by
  have hs : Finset.Icc (-((m + 1 : ℕ) : ℤ)) ((m + 1 : ℕ) : ℤ) =
      insert ((m : ℤ) + 1) (insert (-((m : ℤ) + 1)) (Finset.Icc (-(m : ℤ)) (m : ℤ))) := by
    ext j
    simp only [Finset.mem_insert, Finset.mem_Icc]
    omega
  unfold energy
  rw [hs, Finset.sum_insert (by simp only [Finset.mem_insert, Finset.mem_Icc]; omega),
    Finset.sum_insert (by simp only [Finset.mem_Icc]; omega)]
  unfold level
  have h1 : (2 * π * (((m : ℤ) + 1 : ℤ) : ℝ) + f) / L = 2 * π * (m + 1) / L + f / L := by
    push_cast; ring
  have h2 : (2 * π * ((-((m : ℤ) + 1) : ℤ) : ℝ) + f) / L = f / L - 2 * π * (m + 1) / L := by
    push_cast; ring
  rw [h1, h2, Real.cos_add, Real.cos_sub]
  ring

/-- Closed form of the energy of `N = 2m + 1` fermions on a ring of at least two sites. -/
theorem energy_closed_form (t f : ℝ) {L : ℕ} (hL : 2 ≤ L) (m : ℕ) :
    energy t L f m =
      -2 * t * Real.cos (f / L) * Real.sin (π * (2 * m + 1) / L) / Real.sin (π / L) := by
  have h1 : (1 : ℝ) < L := by exact_mod_cast hL
  have hs : 0 < Real.sin (π / L) :=
    Real.sin_pos_of_pos_of_lt_pi (by positivity) (div_lt_self Real.pi_pos h1)
  rw [eq_div_iff hs.ne']
  -- multiplied by `sin (π / L)`, the sum telescopes
  induction m with
  | zero =>
    have h0 : energy t L f 0 = -2 * t * Real.cos (f / L) := by simp [energy, level]
    rw [h0, show π * (2 * ((0 : ℕ) : ℝ) + 1) / L = π / L by simp]
  | succ m ih =>
    have a : π * (2 * ((m + 1 : ℕ) : ℝ) + 1) / L = 2 * π * (m + 1) / L + π / L := by
      push_cast; ring
    have b : π * (2 * (m : ℝ) + 1) / L = 2 * π * (m + 1) / L - π / L := by ring
    rw [b, Real.sin_sub] at ih
    rw [energy_succ, a, Real.sin_add]
    linear_combination ih

/-- On a ring with `L ≥ 1` sites the curvature of the energy in the flux, times `L²`,
is minus the energy. -/
theorem flux_curvature (t f : ℝ) {L : ℕ} (hL : 0 < L) (m : ℕ) :
    (L : ℝ) ^ 2 * deriv (deriv fun φ => energy t L φ m) f = -energy t L f m := by
  have hL' : (L : ℝ) ≠ 0 := by exact_mod_cast hL.ne'
  have arg (j : ℤ) (φ : ℝ) : HasDerivAt (fun x : ℝ => (2 * π * j + x) / L) (1 / L) φ :=
    ((hasDerivAt_id' φ).const_add _).div_const _
  have h1 : (deriv fun φ => energy t L φ m) = fun φ =>
      ∑ j ∈ Finset.Icc (-(m : ℤ)) (m : ℤ), 2 * t / L * Real.sin ((2 * π * j + φ) / L) := by
    funext φ
    simp only [energy, level]
    exact (HasDerivAt.fun_sum fun j _ =>
      ((arg j φ).cos.const_mul (-2 * t)).congr_deriv (by ring)).deriv
  have h2 : deriv (deriv fun φ => energy t L φ m) f =
      ∑ j ∈ Finset.Icc (-(m : ℤ)) (m : ℤ), -level t L f j / (L : ℝ) ^ 2 := by
    rw [h1]
    exact (HasDerivAt.fun_sum fun j _ =>
      ((arg j f).sin.const_mul (2 * t / L)).congr_deriv (by unfold level; ring)).deriv
  rw [h2, ← Finset.sum_div, Finset.sum_neg_distrib, mul_div_cancel₀ _ (pow_ne_zero 2 hL')]
  rfl

/-- Exact inverse compressibility of the finite ring at `N = 2m + 3`. -/
theorem invCompressibility_eq (t f : ℝ) (L m : ℕ) :
    invCompressibility t L f m =
      2 * t * Real.cos (f / L) * Real.sin (π * ((2 * m + 3) / L)) * (L * Real.sin (π / L)) := by
  have a : 2 * π * (((m + 1 : ℕ) : ℝ) + 1) / L = π * ((2 * m + 3) / L) + π / L := by
    push_cast; ring
  have b : 2 * π * ((m : ℝ) + 1) / L = π * ((2 * m + 3) / L) - π / L := by ring
  unfold invCompressibility
  rw [energy_succ t f L (m + 1), energy_succ t f L m, a, b, Real.cos_add, Real.cos_sub]
  ring

/-- The Fermi velocity at filling `ν` is `2t sin(πν)`. -/
theorem fermiVelocity_eq (t ν : ℝ) : fermiVelocity t ν = 2 * t * Real.sin (π * ν) := by
  unfold fermiVelocity
  rw [((Real.hasDerivAt_cos (π * ν)).const_mul (-2 * t)).deriv]
  ring

/-- As the ring grows at fixed flux with `N/L → ν`, `N = 2m + 3`, the stiffness tends to `u/π`
and the inverse compressibility to `πu`, where `u` is the Fermi velocity. -/
theorem stiffness_and_compressibility (t f ν : ℝ) {L m : ℕ → ℕ} (hL : Tendsto L atTop atTop)
    (hν : Tendsto (fun n => (2 * (m n : ℝ) + 3) / L n) atTop (𝓝 ν)) :
    Tendsto (fun n => stiffness t (L n) f (m n + 1)) atTop (𝓝 (fermiVelocity t ν / π)) ∧
    Tendsto (fun n => invCompressibility t (L n) f (m n)) atTop
      (𝓝 (π * fermiVelocity t ν)) := by
  have hLr : Tendsto (fun n => (L n : ℝ)) atTop atTop := tendsto_natCast_atTop_atTop.comp hL
  have hx (c : ℝ) : Tendsto (fun n => c / (L n : ℝ)) atTop (𝓝 0) :=
    tendsto_const_nhds.div_atTop hLr
  -- the size-dependent factor in both quantities: `L sin (π / L) → π`
  have hS : Tendsto (fun n => (L n : ℝ) * Real.sin (π / L n)) atTop (𝓝 π) := by
    have h : Tendsto (fun n => π * Real.sinc (π / L n)) atTop (𝓝 (π * Real.sinc 0)) :=
      ((Real.continuous_sinc.tendsto 0).comp (hx π)).const_mul π
    rw [Real.sinc_zero, mul_one] at h
    refine h.congr' ?_
    filter_upwards [hL.eventually_ge_atTop 1] with n hn
    have h0 : (L n : ℝ) ≠ 0 := by
      have : L n ≠ 0 := by omega
      exact_mod_cast this
    rw [Real.sinc_of_ne_zero (div_ne_zero Real.pi_ne_zero h0)]
    generalize Real.sin (π / L n) = s
    field_simp
  have hc : Tendsto (fun n => Real.cos (f / L n)) atTop (𝓝 1) := by
    have h := (Real.continuous_cos.tendsto 0).comp (hx f)
    rwa [Real.cos_zero] at h
  have hs : Tendsto (fun n => Real.sin (π * ((2 * (m n : ℝ) + 3) / L n))) atTop
      (𝓝 (Real.sin (π * ν))) :=
    (Real.continuous_sin.tendsto _).comp (hν.const_mul π)
  have hA : Tendsto (fun n => 2 * t * Real.cos (f / L n) *
      Real.sin (π * ((2 * (m n : ℝ) + 3) / L n))) atTop (𝓝 (fermiVelocity t ν)) := by
    have h := (hc.const_mul (2 * t)).mul hs
    rwa [mul_one, ← fermiVelocity_eq] at h
  constructor
  · refine (hA.div hS Real.pi_ne_zero).congr' ?_
    filter_upwards [hL.eventually_ge_atTop 2] with n hn
    have h1 : (1 : ℝ) < L n := by exact_mod_cast hn
    have hp : 0 < Real.sin (π / L n) :=
      Real.sin_pos_of_pos_of_lt_pi (by positivity) (div_lt_self Real.pi_pos h1)
    have hE := (eq_div_iff hp.ne').1 (energy_closed_form t f hn (m n + 1))
    rw [show π * (2 * ((m n + 1 : ℕ) : ℝ) + 1) / L n = π * ((2 * (m n : ℝ) + 3) / L n) by
      push_cast; ring] at hE
    have hD := flux_curvature t f (by omega : 0 < L n) (m n + 1)
    have hne : (L n : ℝ) * Real.sin (π / L n) ≠ 0 := mul_ne_zero (by linarith) hp.ne'
    change 2 * t * Real.cos (f / L n) * Real.sin (π * ((2 * (m n : ℝ) + 3) / L n)) /
      ((L n : ℝ) * Real.sin (π / L n)) = stiffness t (L n) f (m n + 1)
    rw [div_eq_iff hne]
    unfold stiffness
    linear_combination hE - Real.sin (π / L n) * hD
  · have h := hA.mul hS
    rw [mul_comm (fermiVelocity t ν) π] at h
    exact h.congr fun n => (invCompressibility_eq t f (L n) (m n)).symm

/-- For `t ≠ 0` and limiting filling `0 < ν < 1`, the squared Luttinger parameter, `π²` times
stiffness over inverse compressibility, tends to one. -/
theorem luttinger_parameter_sq {t ν : ℝ} (f : ℝ) (ht : t ≠ 0) (h0 : 0 < ν) (h1 : ν < 1)
    {L m : ℕ → ℕ} (hL : Tendsto L atTop atTop)
    (hν : Tendsto (fun n => (2 * (m n : ℝ) + 3) / L n) atTop (𝓝 ν)) :
    Tendsto (fun n => π ^ 2 * (stiffness t (L n) f (m n + 1) /
      invCompressibility t (L n) f (m n))) atTop (𝓝 1) := by
  obtain ⟨hD, hK⟩ := stiffness_and_compressibility t f ν hL hν
  have hsin : 0 < Real.sin (π * ν) :=
    Real.sin_pos_of_pos_of_lt_pi (by positivity) (by nlinarith [Real.pi_pos])
  have hu : fermiVelocity t ν ≠ 0 := by
    rw [fermiVelocity_eq]
    exact mul_ne_zero (mul_ne_zero two_ne_zero ht) hsin.ne'
  have hp := Real.pi_ne_zero
  have h := (hD.div hK (mul_ne_zero hp hu)).const_mul (π ^ 2)
  have e : π ^ 2 * (fermiVelocity t ν / π / (π * fermiVelocity t ν)) = 1 := by
    field_simp
  rw [e] at h
  exact h

/-- Half filling, `L = 2N` with `N = 2n + 3`: the stiffness tends to `2t/π` and the inverse
compressibility to `2πt`. -/
theorem half_filling (t f : ℝ) :
    Tendsto (fun n : ℕ => stiffness t (2 * (2 * n + 3)) f (n + 1)) atTop (𝓝 (2 * t / π)) ∧
    Tendsto (fun n : ℕ => invCompressibility t (2 * (2 * n + 3)) f n) atTop
      (𝓝 (π * (2 * t))) := by
  have hL : Tendsto (fun n : ℕ => 2 * (2 * n + 3)) atTop atTop :=
    tendsto_atTop_mono (fun n : ℕ => show n ≤ 2 * (2 * n + 3) by omega) tendsto_id
  have hν : Tendsto (fun n : ℕ => (2 * (n : ℝ) + 3) / ((2 * (2 * n + 3) : ℕ) : ℝ)) atTop
      (𝓝 (1 / 2)) := by
    refine tendsto_const_nhds.congr fun n => ?_
    have h : (2 * (n : ℝ) + 3) ≠ 0 := by positivity
    push_cast
    rw [div_eq_div_iff two_ne_zero (mul_ne_zero two_ne_zero h)]
    ring
  have hu : fermiVelocity t (1 / 2) = 2 * t := by
    rw [fermiVelocity_eq, show π * (1 / 2) = π / 2 by ring, Real.sin_pi_div_two, mul_one]
  have h := stiffness_and_compressibility t f (1 / 2) (m := fun n => n) hL hν
  rwa [hu] at h

end

end FreeFermionRing
```

```lean
#print axioms FreeFermionRing.filled_le_empty
#print axioms FreeFermionRing.energy_closed_form
#print axioms FreeFermionRing.luttinger_parameter_sq
#print axioms FreeFermionRing.half_filling
```

```
'FreeFermionRing.filled_le_empty' depends on axioms: [propext, Classical.choice, Quot.sound]
'FreeFermionRing.energy_closed_form' depends on axioms: [propext, Classical.choice, Quot.sound]
'FreeFermionRing.luttinger_parameter_sq' depends on axioms: [propext, Classical.choice, Quot.sound]
'FreeFermionRing.half_filling' depends on axioms: [propext, Classical.choice, Quot.sound]
```

## Which rings and fillings the theorems cover

`energy t L f m` is \(E_m\). `stiffness` uses a true second derivative, and `invCompressibility` is centred on \(2m+3\), so no particle number is subtracted. In `stiffness_and_compressibility`, `L` and `m` are sequences: `hL` says that the ring grows, `hν` that the filling converges. `half_filling` is the case \(L=2N\), where \(u=2t\). The formulas hold for every \(m\), but they describe fermions only while no momentum is filled twice: \(2m+1\le L\) for `energy`, and \(2m+5\le L\) for `invCompressibility`.

`filled_le_empty` proves the level order. `energy_succ` splits two momenta off the sum, and `energy_closed_form` telescopes by induction. `flux_curvature` differentiates term by term; `invCompressibility_eq` applies the recursion twice. The limit of \(L\sin(\pi/L)\) comes from continuity of `Real.sinc` at zero. `luttinger_parameter_sq` divides the two limits, with \(t\ne0\) and \(0<\nu<1\) ensuring \(u\ne0\).

The bound on the flux matters for the ground state. Take \(L=2\), \(m=0\), \(t>0\), \(f=2\pi\): the filled level \(j=0\) lies at \(2t\), the empty level \(j=1\) at \(-2t\). The closed form still holds, but for an excited state. At \(|f|=\pi\) the filling is still a ground state, but for \(t>0\) and \(N<L\) another filling has the same energy. The ground-state energy has a kink there, and the second derivative is that of the chosen filling only. Likewise, the limits hold at any fixed \(f\), but always for the chosen filling. The sign of \(t\) matters too: for \(t<0\) and \(|f|\le\pi\) this filling has the highest energy instead of the lowest. `luttinger_parameter_sq` still gives the ratio 1 there, but it is then not a ratio of ground-state quantities.

Even \(N\) and interactions are not treated. The \(1/L\) correction to the ground-state energy is contained in the closed form, but it is not extracted here. The Luttinger-liquid relations that identify the ratio with \(K^2\) are taken as its definition, not derived from a field theory.
